# With exponential damping, the gradient correction per electron vanishes in an exponential density tail instead of diverging

For the density n(r) = A exp(-a r) with A, a > 0, the second-order gradient correction to the correlation energy per electron, taken without its coefficient as n'²/n^(7/3), tends to infinity as r grows. Multiplied by the damping factor exp(-c |n'|/n^(7/6)) with a constant c > 0, it tends to zero. Both limits hold more generally for any positive density that vanishes at large r and whose relative slope |n'|/n stays above some κ > 0 there.

## The gradient correction far from a molecule

The gradient expansion of the correlation energy adds to the local density approximation a term whose energy per volume is a coefficient times |∇n|²/n^(4/3). Dividing by n gives the energy per electron. For a radial density, |∇n| = |n'|, and without the coefficient this is

g = n'²/n^(7/3).

The expansion is meant for slowly varying densities. In the tail of an atom or molecule the density becomes small while its relative slope |n'|/n does not, and g = (|n'|/n)² n^(-1/3) becomes large. Perdew's P86 functional multiplies the gradient term by an exponential that decreases with the gradient variable

x = |n'|/n^(7/6).

The damped correction studied here is

D = exp(-c x) g.

The constant c sets the scale of x at which damping becomes strong. In the full functional the exponent and the prefactor both contain a density-dependent coefficient. Here the exponent has the constant c in its place, and the prefactor is left out.

For this spin-unpolarised model with constant c, the result shows how a semilocal correlation functional can keep its gradient term under control in the low-density region around a finite system.

## Densities, limits and the slope condition in Lean

A density is a function `n : ℝ → ℝ` of the radius, and `deriv n r` is n'(r). The three quantities x, g and D are `gradientVariable n r`, `correctionPerElectron n r` and `dampedCorrection c n r`. With lengths in bohr they are plain numbers, although x carries the dimension length^(-1/2), so that c carries length^(1/2).

The general theorem, `damping_removes_divergence`, assumes κ > 0, c > 0 and three properties of the tail:

- `hpos`: the density is positive for all sufficiently large r.
- `hn`: the density tends to zero as r grows.
- `hd`: κ n ≤ |n'| for all sufficiently large r.

The symbol `∀ᶠ r in atTop` means "for all sufficiently large r", so nothing is required of the density near the nucleus. The constant κ is an inverse length: the density must fall at least as fast as an exponential with this decay rate. For a bound electronic system the decay rate is set by the ionisation energy. Since Lean's `deriv` is zero where a function is not differentiable, `hd` and `hpos` together also force differentiability in the tail.

The conclusion is a pair of limits: `correctionPerElectron n` tends to `atTop`, which is plus infinity, and `dampedCorrection c n` tends to `𝓝 0`, which is zero. The theorem `expDensity_damping` states the same pair for `expDensity A a`, where the slope condition is derived and not assumed.

Two further theorems complete the picture. `expDensity_correction_per_volume` says that for the exponential density the undamped correction per volume is a² n^(2/3) and tends to zero. The divergence therefore concerns the energy per electron and not the energy density. `dampedCorrection_le` bounds D at every point of positive density by (2/c)² exp(-2), and says that D takes this value if x = 2/c.

The theorems treat these functions point by point and in the limit of large r. They do not cover energy integrals, non-radial densities, spin polarisation or the density-dependent coefficient.

## From the slope condition to the two limits

Where n > 0, (n^(7/6))² = n^(7/3), and therefore

g = |n'|²/(n^(7/6))² = x².

Next, n^(7/6) = n · n^(1/6). With the slope condition |n'| ≥ κ n this gives

x = (|n'|/n) · n^(-1/6) ≥ κ n^(-1/6).

As r grows, n tends to zero through positive values. So does n^(1/6), and its inverse tends to infinity. Hence x tends to infinity, and so does g = x².

For the damped correction, put y = c x, which also tends to infinity. Then

D = x² exp(-c x) = (1/c)² y² exp(-y).

For y > 0 the exponential series gives exp(y) ≥ y³/6, so that

0 ≤ y² exp(-y) ≤ 6/y.

The right-hand side tends to zero, and therefore D does too.

## The exponential density

For n = A exp(-a r) the derivative is

n' = -a A exp(-a r) = -a n.

Thus |n'| = a n, and the slope condition holds with κ = a. The density is positive and tends to zero because A > 0 and a > 0, so both limits follow. Explicitly,

g = a² n²/n^(7/3) = a² n^(-1/3) = a² A^(-1/3) exp(a r/3).

The undamped correction per electron grows exponentially with distance. Multiplying by n gives the correction per volume,

n g = a² n^(2/3),

which tends to zero. The growth of g is slower than the decay of the density that weights it.

## The largest value of the damped correction

For every real u, 1 + u ≤ exp(u). With u = c x/2 - 1 this becomes

c x/2 ≤ exp(c x/2 - 1).

Both sides are non-negative, so they may be squared:

(c x/2)² ≤ exp(c x - 2).

Multiplying by (2/c)² exp(-c x) gives

D = x² exp(-c x) ≤ (2/c)² exp(-2).

At x = 2/c, direct substitution gives D = (2/c)² exp(-2).

## Weak damping, c → 0

At c = 0 the exponential factor is 1, D equals g, and the tail diverges. For every c > 0, however small, the tail of D tends to zero. The exponential density shows how these two statements fit together. There x = a n^(-1/6), so the condition x = 2/c is met where

n = (a c/2)⁶.

As c decreases, this point moves out to ever larger r, and the height of the maximum, (2/c)² exp(-2), grows without bound. At any fixed r, D approaches g. The limits c → 0 and r → ∞ therefore cannot be exchanged. This comparison is a supplement by ordinary algebra and is not stated as a theorem in the file.

## The complete Lean file

```lean
import Mathlib

open Filter Topology

namespace PerdewGradientDamping

noncomputable section

/-- The gradient variable `|n'| / n^(7/6)` of a radial density `n`, meant for points where the
density is positive. -/
def gradientVariable (n : ℝ → ℝ) (r : ℝ) : ℝ :=
  |deriv n r| / n r ^ (7 / 6 : ℝ)

/-- The second-order gradient correction per electron, `n'^2 / n^(7/3)`, without its
coefficient, meant for points where the density is positive. -/
def correctionPerElectron (n : ℝ → ℝ) (r : ℝ) : ℝ :=
  (deriv n r) ^ 2 / n r ^ (7 / 3 : ℝ)

/-- The gradient correction per electron multiplied by `exp(-c |n'| / n^(7/6))`, a simplified form
of the P86 damping factor in which `c` does not depend on the density. It is meant for points where
the density is positive. -/
def dampedCorrection (c : ℝ) (n : ℝ → ℝ) (r : ℝ) : ℝ :=
  Real.exp (-c * gradientVariable n r) * correctionPerElectron n r

/-- The exponential density `n(r) = A exp(-a r)`. -/
def expDensity (A a : ℝ) (r : ℝ) : ℝ :=
  A * Real.exp (-a * r)

/-- Where the density is positive, the gradient correction per electron is the square of the
gradient variable. -/
theorem correctionPerElectron_eq_sq {n : ℝ → ℝ} {r : ℝ} (h : 0 < n r) :
    correctionPerElectron n r = gradientVariable n r ^ 2 := by
  have h2 : (n r ^ (7 / 6 : ℝ)) ^ 2 = n r ^ (7 / 3 : ℝ) := by
    rw [← Real.rpow_natCast, ← Real.rpow_mul h.le]
    norm_num
  unfold correctionPerElectron gradientVariable
  rw [div_pow, sq_abs, h2]

/-- If a positive density vanishes at large distance and its relative slope `|n'|/n` stays above
some `κ > 0` there, the gradient variable grows without bound. -/
theorem gradientVariable_tendsto_atTop {n : ℝ → ℝ} {κ : ℝ} (hκ : 0 < κ)
    (hpos : ∀ᶠ r in atTop, 0 < n r) (hn : Tendsto n atTop (𝓝 0))
    (hd : ∀ᶠ r in atTop, κ * n r ≤ |deriv n r|) :
    Tendsto (gradientVariable n) atTop atTop := by
  have h0 : Tendsto (fun r => n r ^ (1 / 6 : ℝ)) atTop (𝓝 0) := by
    have h := hn.rpow_const (p := (1 / 6 : ℝ)) (Or.inr (by norm_num))
    rwa [Real.zero_rpow (by norm_num)] at h
  have h1 : Tendsto (fun r => n r ^ (1 / 6 : ℝ)) atTop (𝓝[>] 0) :=
    tendsto_nhdsWithin_iff.mpr ⟨h0, hpos.mono fun r h => Real.rpow_pos_of_pos h _⟩
  have h2 := (tendsto_inv_nhdsGT_zero.comp h1).const_mul_atTop hκ
  -- the gradient variable is at least `κ n^(-1/6)`
  refine tendsto_atTop_mono' atTop ?_ h2
  filter_upwards [hpos, hd] with r hr hdr
  have e : n r ^ (7 / 6 : ℝ) = n r * n r ^ (1 / 6 : ℝ) := by
    rw [show (7 / 6 : ℝ) = 1 + 1 / 6 by norm_num, Real.rpow_add hr, Real.rpow_one]
  have hp := Real.rpow_pos_of_pos hr (1 / 6 : ℝ)
  show κ * (n r ^ (1 / 6 : ℝ))⁻¹ ≤ |deriv n r| / n r ^ (7 / 6 : ℝ)
  rw [e, ← div_eq_mul_inv, div_le_div_iff₀ hp (mul_pos hr hp)]
  nlinarith [mul_le_mul_of_nonneg_right hdr hp.le]

/-- For a positive density that vanishes at large distance with relative slope `|n'|/n` above
some `κ > 0`, the gradient correction per electron diverges in the tail, while the damped
correction with `c > 0` tends to zero. -/
theorem damping_removes_divergence {n : ℝ → ℝ} {κ c : ℝ} (hκ : 0 < κ) (hc : 0 < c)
    (hpos : ∀ᶠ r in atTop, 0 < n r) (hn : Tendsto n atTop (𝓝 0))
    (hd : ∀ᶠ r in atTop, κ * n r ≤ |deriv n r|) :
    Tendsto (correctionPerElectron n) atTop atTop ∧
      Tendsto (dampedCorrection c n) atTop (𝓝 0) := by
  have hx := gradientVariable_tendsto_atTop hκ hpos hn hd
  constructor
  · refine ((tendsto_pow_atTop two_ne_zero).comp hx).congr' ?_
    filter_upwards [hpos] with r hr
    exact (correctionPerElectron_eq_sq hr).symm
  · -- the exponential beats the square of the gradient variable
    have h := ((Real.tendsto_pow_mul_exp_neg_atTop_nhds_zero 2).comp
      (hx.const_mul_atTop hc)).const_mul ((1 / c) ^ 2)
    rw [mul_zero] at h
    refine h.congr' ?_
    filter_upwards [hpos] with r hr
    have hcc : (1 / c) ^ 2 * c ^ 2 = 1 := by field_simp
    show (1 / c) ^ 2 * ((c * gradientVariable n r) ^ 2 *
        Real.exp (-(c * gradientVariable n r))) =
      Real.exp (-c * gradientVariable n r) * correctionPerElectron n r
    rw [correctionPerElectron_eq_sq hr, neg_mul]
    linear_combination
      (gradientVariable n r ^ 2 * Real.exp (-(c * gradientVariable n r))) * hcc

/-- The slope of the exponential density is `-a` times the density. -/
theorem hasDerivAt_expDensity (A a r : ℝ) :
    HasDerivAt (expDensity A a) (-a * expDensity A a r) r := by
  have h : HasDerivAt (expDensity A a) (A * (Real.exp (-a * r) * (-a * 1))) r :=
    (((hasDerivAt_id r).const_mul (-a)).exp).const_mul A
  refine h.congr_deriv ?_
  unfold expDensity
  ring

/-- The exponential density with `a > 0` vanishes at large distance. -/
theorem expDensity_tendsto_zero (A : ℝ) {a : ℝ} (ha : 0 < a) :
    Tendsto (expDensity A a) atTop (𝓝 0) := by
  have h1 : Tendsto (fun r : ℝ => -a * r) atTop atBot :=
    tendsto_id.const_mul_atTop_of_neg (neg_lt_zero.mpr ha)
  have h := (Real.tendsto_exp_atBot.comp h1).const_mul A
  rw [mul_zero] at h
  exact h

/-- For `n(r) = A exp(-a r)` with `A, a, c > 0`, the gradient correction per electron tends to
infinity as `r` grows, and the damped correction tends to zero. -/
theorem expDensity_damping {A a c : ℝ} (hA : 0 < A) (ha : 0 < a) (hc : 0 < c) :
    Tendsto (correctionPerElectron (expDensity A a)) atTop atTop ∧
      Tendsto (dampedCorrection c (expDensity A a)) atTop (𝓝 0) := by
  have hpos : ∀ r, 0 < expDensity A a r := fun r => mul_pos hA (Real.exp_pos _)
  refine damping_removes_divergence ha hc (Eventually.of_forall hpos)
    (expDensity_tendsto_zero A ha) (Eventually.of_forall fun r => ?_)
  rw [(hasDerivAt_expDensity A a r).deriv, abs_mul, abs_neg, abs_of_pos ha,
    abs_of_pos (hpos r)]

/-- For `n(r) = A exp(-a r)` with `A, a > 0`, the undamped correction per volume equals
`a^2 n^(2/3)` and tends to zero as `r` grows. -/
theorem expDensity_correction_per_volume {A a : ℝ} (hA : 0 < A) (ha : 0 < a) :
    (∀ r, expDensity A a r * correctionPerElectron (expDensity A a) r =
      a ^ 2 * expDensity A a r ^ (2 / 3 : ℝ)) ∧
    Tendsto (fun r => expDensity A a r * correctionPerElectron (expDensity A a) r)
      atTop (𝓝 0) := by
  have key : ∀ r, expDensity A a r * correctionPerElectron (expDensity A a) r =
      a ^ 2 * expDensity A a r ^ (2 / 3 : ℝ) := by
    intro r
    have hr : 0 < expDensity A a r := mul_pos hA (Real.exp_pos _)
    have e : expDensity A a r ^ (2 / 3 : ℝ) * expDensity A a r ^ (7 / 3 : ℝ) =
        expDensity A a r ^ 3 := by
      rw [← Real.rpow_add hr, ← Real.rpow_natCast]
      norm_num
    unfold correctionPerElectron
    rw [(hasDerivAt_expDensity A a r).deriv, ← mul_div_assoc,
      div_eq_iff (Real.rpow_pos_of_pos hr _).ne']
    linear_combination (-a ^ 2) * e
  refine ⟨key, ?_⟩
  have h := ((expDensity_tendsto_zero A ha).rpow_const (p := (2 / 3 : ℝ))
    (Or.inr (by norm_num))).const_mul (a ^ 2)
  rw [Real.zero_rpow (by norm_num), mul_zero] at h
  exact h.congr fun r => (key r).symm

/-- Wherever the density is positive, the damped correction with `c > 0` is at most
`(2/c)^2 exp(-2)`, and it equals this value if the gradient variable is `2/c`. -/
theorem dampedCorrection_le {n : ℝ → ℝ} {r c : ℝ} (hc : 0 < c) (hr : 0 < n r) :
    dampedCorrection c n r ≤ (2 / c) ^ 2 * Real.exp (-2) ∧
      (gradientVariable n r = 2 / c →
        dampedCorrection c n r = (2 / c) ^ 2 * Real.exp (-2)) := by
  have hx0 : 0 ≤ gradientVariable n r :=
    div_nonneg (abs_nonneg _) (Real.rpow_pos_of_pos hr _).le
  unfold dampedCorrection
  rw [correctionPerElectron_eq_sq hr]
  generalize gradientVariable n r = x at hx0 ⊢
  constructor
  · -- the tangent line of the exponential bounds `c x / 2`
    have h1 : c * x / 2 ≤ Real.exp (c * x / 2 - 1) := by
      linarith [Real.add_one_le_exp (c * x / 2 - 1)]
    have hsq := pow_le_pow_left₀ (by positivity : 0 ≤ c * x / 2) h1 2
    have hx : 2 / c * (c * x / 2) = x := by field_simp
    calc Real.exp (-c * x) * x ^ 2
        = Real.exp (-c * x) * (2 / c * (c * x / 2)) ^ 2 := by rw [hx]
      _ = (2 / c) ^ 2 * (Real.exp (-c * x) * (c * x / 2) ^ 2) := by
          rw [mul_pow, mul_left_comm]
      _ ≤ (2 / c) ^ 2 * (Real.exp (-c * x) * Real.exp (c * x / 2 - 1) ^ 2) :=
          mul_le_mul_of_nonneg_left
            (mul_le_mul_of_nonneg_left hsq (Real.exp_pos _).le) (sq_nonneg _)
      _ = (2 / c) ^ 2 * Real.exp (-2) := by
          rw [← Real.exp_nat_mul, ← Real.exp_add]
          congr 2
          push_cast
          ring
  · intro h
    have h2 : -c * (2 / c) = -2 := by field_simp
    rw [h, h2, mul_comm]

end

end PerdewGradientDamping
```

```lean
#print axioms PerdewGradientDamping.damping_removes_divergence
#print axioms PerdewGradientDamping.expDensity_damping
#print axioms PerdewGradientDamping.expDensity_correction_per_volume
#print axioms PerdewGradientDamping.dampedCorrection_le
```

```
'PerdewGradientDamping.damping_removes_divergence' depends on axioms: [propext, Classical.choice, Quot.sound]
'PerdewGradientDamping.expDensity_damping' depends on axioms: [propext, Classical.choice, Quot.sound]
'PerdewGradientDamping.expDensity_correction_per_volume' depends on axioms: [propext, Classical.choice, Quot.sound]
'PerdewGradientDamping.dampedCorrection_le' depends on axioms: [propext, Classical.choice, Quot.sound]
```

## How the lemmas carry the argument

`correctionPerElectron_eq_sq` is the identity g = x². Its inner step `h2` combines the exponents 7/6 and 2 into 7/3 by `Real.rpow_mul`, which needs a non-negative base. The absolute value disappears on squaring by `sq_abs`.

`gradientVariable_tendsto_atTop` proves that x tends to infinity. First `h0` shows that n^(1/6) tends to zero. Then `h1` adds that it does so from above, written `𝓝[>] 0`, which is what makes its inverse tend to plus infinity and not merely grow in magnitude. After multiplication by κ, `h2` is the statement that κ n^(-1/6) tends to infinity. The step `tendsto_atTop_mono'` passes this on to x, provided that x is eventually the larger of the two. That inequality is proved by splitting n^(7/6) into n · n^(1/6), clearing the denominators, and using the slope condition multiplied by n^(1/6).

`damping_removes_divergence` has one part for each limit. In the first, the square of x tends to infinity, and `congr'` replaces x² by g wherever the density is positive. In the second, Mathlib's limit `Real.tendsto_pow_mul_exp_neg_atTop_nhds_zero 2` states that y² exp(-y) tends to zero, which was obtained above from the exponential series. It is applied to y = c x and multiplied by (1/c)². The closing `linear_combination` uses (1/c)² c² = 1 to identify the result with D.

`hasDerivAt_expDensity` computes n' = -a n by the chain rule, and `expDensity_tendsto_zero` gives the decay at large r. `expDensity_damping` supplies these facts to the general theorem with κ = a; the slope condition then holds with equality.

In `expDensity_correction_per_volume`, the identity `key` is proved by clearing the denominator n^(7/3). What remains is n^(2/3) · n^(7/3) = n³, the fact named `e`. The limit then follows from the decay of n, since a positive power of a quantity that tends to zero also tends to zero.

`dampedCorrection_le` first rewrites g as x² and then uses `generalize` to treat x as an arbitrary non-negative number, since D depends on the density only through x. The inequality `h1` is the tangent-line estimate for the exponential, `hsq` is its square, and the `calc` block carries out the multiplication by (2/c)² exp(-c x) and collects the exponents to -2. The second part substitutes x = 2/c.
